# The relative variance of the exponential average of N independent Gaussian energy gaps with common mean and variance σ² is (exp(β²σ²) − 1)/N

The energy gaps between two levels of description are modelled as N ≥ 1 independent Gaussian random variables, all with mean m and variance σ². Their exponential average is the sample mean of the Boltzmann weights exp(−βX), and its relative variance is its variance divided by the square of its mean. The theorem says that N times this relative variance equals exp(β²σ²) − 1, for every real β. The proof finds the variance of one weight from the Gaussian exponential moments, adds the variances by independence, and divides by the squared mean.

The first attempt, which Lean rejects:

```lean
import Mathlib

open MeasureTheory ProbabilityTheory Real

namespace RelVarianceExpAverage

noncomputable section

variable {Ω : Type*} [MeasurableSpace Ω] {N : ℕ}

/-- The energy gaps `X i` between the two levels of description are independent
Gaussian random variables with mean `m` and variance `σ ^ 2`. -/
structure GaussianGaps (P : Measure Ω) (X : Fin N → Ω → ℝ) (m σ : ℝ) : Prop where
  law : ∀ i, P.map (X i) = gaussianReal m (σ ^ 2).toNNReal
  indep : iIndepFun X P

/-- The exponential average of `N ≥ 1` sampled energy gaps at inverse temperature `β`. -/
def expAverage (β : ℝ) (X : Fin N → Ω → ℝ) (ω : Ω) : ℝ :=
  (N : ℝ)⁻¹ * ∑ i, exp (-β * X i ω)

/-- The variance of a square-integrable random variable divided by its squared mean, for nonzero
mean. -/
def relVariance (P : Measure Ω) (Y : Ω → ℝ) : ℝ :=
  variance Y P / (∫ ω, Y ω ∂P) ^ 2

variable {P : Measure Ω} {X : Fin N → Ω → ℝ} {m σ : ℝ}

/-- The exponential moments of a single Gaussian energy gap. -/
theorem GaussianGaps.integral_exp (h : GaussianGaps P X m σ) (t : ℝ) (i : Fin N) :
    ∫ ω, exp (t * X i ω) ∂P = exp (m * t + σ ^ 2 * t ^ 2 / 2) := by
  have hm := mgf_gaussianReal (h.law i) t
  rw [Real.coe_toNNReal _ (sq_nonneg σ)] at hm
  exact hm

/-- The Boltzmann weight of a Gaussian energy gap is square integrable. -/
theorem GaussianGaps.memLp_weight (h : GaussianGaps P X m σ) (β : ℝ) (i : Fin N) :
    MemLp (fun ω => exp (-β * X i ω)) 2 P := by
  have hX : AEMeasurable (X i) P := by
    by_contra hn
    have h0 := h.law i
    rw [Measure.map_of_not_aemeasurable hn] at h0
    exact IsProbabilityMeasure.ne_zero (gaussianReal m (σ ^ 2).toNNReal) h0.symm
  have hW : AEMeasurable (fun ω => exp (-β * X i ω)) P :=
    Real.measurable_exp.comp_aemeasurable (hX.const_mul (-β))
  rw [memLp_two_iff_integrable_sq hW.aestronglyMeasurable]
  have hsq : ∀ x : ℝ, exp (-β * x) ^ 2 = exp (-2 * β * x) := fun x => by
    rw [← Real.exp_nat_mul]; congr 1; push_cast; ring
  simp only [hsq]
  -- a nonzero integral can only come from an integrable function
  by_contra hn
  have h0 := integral_undef hn
  rw [h.integral_exp] at h0
  exact (exp_pos _).ne' h0

variable [IsProbabilityMeasure P]

/-- The exponential average of `N ≥ 1` Gaussian gaps has mean `exp (-β F)` with
`F = m - β σ ^ 2 / 2`. -/
theorem GaussianGaps.mean_expAverage (h : GaussianGaps P X m σ) (hN : 0 < N) (β : ℝ) :
    ∫ ω, expAverage β X ω ∂P = exp (-β * (m - β * σ ^ 2 / 2)) := by
  have hN0 : (N : ℝ) ≠ 0 := by exact_mod_cast hN.ne'
  unfold expAverage
  rw [integral_const_mul, integral_finsetSum _
    (fun i _ => (h.memLp_weight β i).integrable (by norm_num))]
  simp only [h.integral_exp, Finset.sum_const, Finset.card_univ, Fintype.card_fin,
    nsmul_eq_mul]
  rw [inv_mul_cancel_left₀ hN0]
  congr 1
  ring

/-- For `N ≥ 1` independent Gaussian gaps, `N` times the relative variance of the
exponential average equals `exp (β ^ 2 σ ^ 2) - 1`. -/
theorem GaussianGaps.relVariance_expAverage (h : GaussianGaps P X m σ) (hN : 0 < N)
    (β : ℝ) :
    N * relVariance P (expAverage β X) = exp (β ^ 2 * σ ^ 2) - 1 := by
  have hN0 : (N : ℝ) ≠ 0 := by exact_mod_cast hN.ne'
  -- variance of one Boltzmann weight
  have hone : ∀ i, variance (fun ω => exp (-β * X i ω)) P =
      exp (-β * (m - β * σ ^ 2 / 2)) ^ 2 * (exp (β ^ 2 * σ ^ 2) - 1) := fun i => by
    have hsq : ∀ x : ℝ, exp (-β * x) ^ 2 = exp (-2 * β * x) := fun x => by
      rw [← Real.exp_nat_mul]; congr 1; push_cast; ring
    have e1 : exp (m * (-2 * β) + σ ^ 2 * (-2 * β) ^ 2 / 2) =
        exp (-β * (m - β * σ ^ 2 / 2)) ^ 2 * exp (β ^ 2 * σ ^ 2) := by
      rw [← Real.exp_nat_mul, ← Real.exp_add]; congr 1; push_cast; ring
    have e2 : exp (m * -β + σ ^ 2 * (-β) ^ 2 / 2) = exp (-β * (m - β * σ ^ 2 / 2)) := by
      congr 1; ring
    rw [variance_eq_sub (h.memLp_weight β i)]
    simp only [Pi.pow_apply, hsq, h.integral_exp]
    rw [e1, e2]
    ring
  -- independence makes the variances add
  have hg : Measurable (fun x : ℝ => exp (-β * x)) := by fun_prop
  have hsum : variance (∑ i, fun ω => exp (-β * X i ω)) P =
      ∑ i, variance (fun ω => exp (-β * X i ω)) P :=
    IndepFun.variance_sum (fun i _ => h.memLp_weight β i)
      (fun i _ j _ hij => (h.indep.indepFun hij).comp hg hg)
  have hA : expAverage β X =
      fun ω => (N : ℝ)⁻¹ * (∑ i, fun ω => exp (-β * X i ω)) ω := by
    funext ω
    simp only [expAverage, Finset.sum_apply]
  have hvar : variance (expAverage β X) P = ((N : ℝ)⁻¹) ^ 2 *
      (N * (exp (-β * (m - β * σ ^ 2 / 2)) ^ 2 * (exp (β ^ 2 * σ ^ 2) - 1))) := by
    rw [hA, variance_const_mul, hsum]
    simp only [hone, Finset.sum_const, Finset.card_univ, Fintype.card_fin, nsmul_eq_mul]
  have hE := (exp_pos (-β * (m - β * σ ^ 2 / 2))).ne'
  rw [relVariance, h.mean_expAverage hN, hvar]
  generalize exp (-β * (m - β * σ ^ 2 / 2)) = E at hE ⊢
  field_simp

end

end RelVarianceExpAverage
```

The compiler's answer:

```
Try this:
  [apply] ring_nf
  
  The `ring` tactic failed to close the goal. Use `ring_nf` to obtain a normal form.
    
  Note that `ring` works primarily in *commutative* rings. If you have a noncommutative ring, abelian group or module, consider using `noncomm_ring`, `abel` or `module` instead.
Main.lean:79:81: error: unsolved goals
Ω : Type u_1
inst✝¹ : MeasurableSpace Ω
N : ℕ
P : Measure Ω
X : Fin N → Ω → ℝ
m σ : ℝ
inst✝ : IsProbabilityMeasure P
h : GaussianGaps P X m σ
hN : 0 < N
β : ℝ
hN0 : ↑N ≠ 0
i : Fin N
hsq : ∀ (x : ℝ), rexp (-β * x) ^ 2 = rexp (-2 * β * x)
e1 : rexp (m * (-2 * β) + σ ^ 2 * (-2 * β) ^ 2 / 2) = rexp (-β * (m - β * σ ^ 2 / 2)) ^ 2 * rexp (β ^ 2 * σ ^ 2)
e2 : rexp (m * -β + σ ^ 2 * (-β) ^ 2 / 2) = rexp (-β * (m - β * σ ^ 2 / 2))
⊢ -rexp (-(β * m) + β ^ 2 * σ ^ 2 * (1 / 2)) ^ 2 +
      rexp (-(β * m) + β ^ 2 * σ ^ 2 * (1 / 2)) ^ 2 * rexp (β ^ 2 * σ ^ 2) =
    rexp (β ^ 2 * σ ^ 2) * rexp (-(β * m * 2) + β ^ 2 * σ ^ 2) - rexp (-(β * m * 2) + β ^ 2 * σ ^ 2)
```

This version goes through:

```diff
@@ -87,5 +87,5 @@
     rw [variance_eq_sub (h.memLp_weight β i)]
     simp only [Pi.pow_apply, hsq, h.integral_exp]
-    rw [e1, e2]
+    rw [e1, e2, ← hsq (m - β * σ ^ 2 / 2)]
     ring
   -- independence makes the variances add
```

Diagnosis. The error lies in `hone`, the variance of a single weight. Both messages come from the closing `ring`: it failed to prove the equation, and the normalised goal it left is reported as unsolved.

The helper `hsq` turns `exp (-β * x) ^ 2` into `exp (-2 * β * x)`. It was meant for the square inside the integral, but `simp only` applies it throughout the goal, so it also rewrites the squared exponential on the right-hand side. `rw [e1, e2]` then writes the left-hand side with the square `exp (-β * (m - β * σ ^ 2 / 2)) ^ 2`, while the right-hand side keeps the single exponential with the doubled exponent. The two are equal, but `ring` does not use the law of exponents for `exp` that would identify them, as the remaining goal shows.

The added `← hsq (m - β * σ ^ 2 / 2)` uses the helper backwards at that one value and restores the square on the right. Both sides are then polynomials in the same exponentials, and `ring` closes the goal.
